# Commuting positions give a finite non-interacting flake zero total static Hall response

## Flake, projector and conventions

An open flake is a finite piece of material with edges. Its static Hall response describes the electric current along one in-plane direction, to first order in a constant electric field along the other. It does not describe the static sideways displacement of charge, which such a field can also cause and which need not vanish. The interior of a flake can carry a Hall signal, and the question is what remains when the signal is added up over all sites, edges included.

The electrons are non-interacting and the one-particle space is finite. The symbols are:

- $X$ and $Y$, the two position operators, and $[X,Y]=XY-YX$;
- $P$, the orthogonal projector onto the occupied states, and $Q=1-P$;
- $\mathrm i$, the imaginary unit (`I` in Lean), while italic $i$ labels a site.

The total response is

$$R=\operatorname{Im}\operatorname{tr}(PXQY).$$

Unlike the textbook Hall conductivity, $R$ carries no charge, no numerical prefactor and no division by area. Likewise the local marker of site $i$,

$$c_i=\operatorname{Im}\,(PXQYP)_{ii},$$

is the usual local Chern marker without its prefactor. Units have $\hbar=1$.

## What the theorems say

`hallResponse_eq_commutator` states that for Hermitian $P,X,Y$

$$R=\frac{\operatorname{tr}(P[X,Y])}{2\mathrm i}.$$

It does not ask for $P^2=P$, so it also allows fractional occupations. `hallResponse_eq_zero` adds $XY=YX$ and concludes $R=0$.

In Lean the states are labelled by a finite type `n`, and operators are complex matrices over it. `position x` is the diagonal matrix of real site coordinates. `bulk_edge_cancel` takes such positions and an orthogonal projector, given by `hP` (Hermitian) and `hPP` (idempotent). It says that the markers in any set of sites `S` sum to minus the markers in the complement. "Bulk" and "edge" are one choice of `S`; no geometry enters.

`kuboHall` is the static Kubo sum in the energy eigenbasis, with levels `E` and occupied set `occ`. There `position E` serves as the diagonal Hamiltonian, despite its name. The hypothesis `gap` says that no occupied level coincides with an empty one, so that no transition has zero energy and static perturbation theory applies. Under it, `kuboHall_eq` identifies the Kubo sum with $R$, and `kuboHall_eq_zero` makes it vanish for commuting Hermitian positions.

The Kubo sum is a definition here. The step from it to a real flake, namely the linear-response derivation from the driven dynamics, is taken over from physics.

Two explicit examples complete the statements: a marker that is not zero, and a truncated basis with a spurious response.

## The commutator formula by hand

Insert $Q=1-P$:

$$\operatorname{tr}(PXQY)=\operatorname{tr}(PXY)-\operatorname{tr}(PXPY).$$

The complex conjugate of a trace is the trace of the adjoint. For Hermitian matrices and by cyclicity,

$$\overline{\operatorname{tr}(PXPY)}=\operatorname{tr}(YPXP)=\operatorname{tr}(PXPY),$$

so the second term is real and drops out of $R$. For the first term,

$$\overline{\operatorname{tr}(PXY)}=\operatorname{tr}(YXP)=\operatorname{tr}(PYX).$$

Since $\operatorname{Im}z=(z-\bar z)/(2\mathrm i)$,

$$R=\frac{\operatorname{tr}(PXY)-\operatorname{tr}(PYX)}{2\mathrm i}=\frac{\operatorname{tr}(P[X,Y])}{2\mathrm i}.$$

If $X$ and $Y$ commute, this is zero.

## Bulk against edge

For $P^2=P$, cyclicity gives

$$\sum_i c_i=\operatorname{Im}\operatorname{tr}(PXQYP)=\operatorname{Im}\operatorname{tr}(P^2XQY)=R.$$

Site positions are real and diagonal, hence Hermitian and commuting, so $R=0$ and any region cancels its complement. In tight-binding work on finite non-interacting flakes, a bulk Hall signal is therefore read from an interior region and not from the sum over all sites.

The cancellation can be between non-zero numbers. On the unit square, with sites $0,1,2,3$ at $(0,0),(1,0),(0,1),(1,1)$, the projector `squareProj` gives

$$c_0=\operatorname{Im}\left(\frac{\mathrm i}{54}-\frac{\mathrm i}{54}-\frac{\mathrm i}{54}+\frac1{18}\right)=-\frac1{54}.$$

The four terms are $P_{0k}x_kQ_{kj}y_jP_{j0}$ for $(k,j)=(1,2),(1,3),(3,2),(3,3)$. The other three sites together carry $+1/54$.

## From the Kubo sum to the projector

In the energy eigenbasis the velocity $v^X=\mathrm i[H,X]$, with $H$ the Hamiltonian, has elements $v^X_{mk}=\mathrm i(E_m-E_k)X_{mk}$, and similarly for $Y$. Hence

$$v^X_{mk}v^Y_{km}=\mathrm i^2(E_m-E_k)(E_k-E_m)X_{mk}Y_{km}=(E_m-E_k)^2X_{mk}Y_{km}.$$

The squared energy denominator cancels, and

$$\sum_{m\ \text{occ}}\ \sum_{k\ \text{empty}}\frac{\operatorname{Im}(v^X_{mk}v^Y_{km})}{(E_m-E_k)^2}=\sum_{m\ \text{occ}}\ \sum_{k\ \text{empty}}\operatorname{Im}(X_{mk}Y_{km})=R.$$

Site positions rotated unitarily into this basis still commute and remain Hermitian, so the sum vanishes.

## A response made by truncation

Take four sites at $(1,0),(0,1),(-1,0),(0,-1)$ and keep only the orthonormal orbitals

$$\phi_0=\tfrac12(1,\mathrm i,-1,-\mathrm i),\qquad \phi_1=\tfrac12(1,1,1,1).$$

With these as the columns of $V$, the truncated positions $V^\dagger XV$ and $V^\dagger YV$ are

$$\tilde X=\begin{pmatrix}0&\frac12\\ \frac12&0\end{pmatrix},\qquad \tilde Y=\begin{pmatrix}0&-\frac{\mathrm i}2\\ \frac{\mathrm i}2&0\end{pmatrix}.$$

They no longer commute: $[\tilde X,\tilde Y]=\frac{\mathrm i}{2}\operatorname{diag}(1,-1)$. Filling $\phi_0$ gives $R=(\mathrm i/2)/(2\mathrm i)=1/4$, although the same state in the full four-site space has $R=0$. A calculation in a small orbital basis can thus show a total Hall response that the underlying sites do not have; this two-orbital model shows that it happens, not how large it is in a given material.

## Swapped occupations and oblique projectors

The remarks under this heading are ordinary algebra and have no Lean theorem behind them.

Exchanging occupied and empty states reverses the response. The commutator formula applies to $1-P$ as well, and $\operatorname{tr}[X,Y]=0$ in finite dimension, so

$$\frac{\operatorname{tr}((1-P)[X,Y])}{2\mathrm i}=-\frac{\operatorname{tr}(P[X,Y])}{2\mathrm i}.$$

In the truncated example, filling $\phi_1$ instead of $\phi_0$ gives $-1/4$.

Idempotence of $P$ does not replace Hermiticity. Put two sites at $(0,1)$ and $(1,0)$ and take

$$P=\begin{pmatrix}\mathrm i&1\\1+\mathrm i&1-\mathrm i\end{pmatrix}.$$

Then $P^2=P$ and the positions commute, but $\operatorname{tr}(PXQY)=P_{01}Q_{10}=-1-\mathrm i$, so $R=-1$.

## The Lean file

```lean
import Mathlib

open Matrix
open Complex (I)

namespace OpenFlakeHall

noncomputable section

variable {n : Type*} [Fintype n] [DecidableEq n]

/-- The total static Hall response `Im tr(P X Q Y)` with `Q = 1 - P`, without its universal
prefactor. -/
def hallResponse (P X Y : Matrix n n ℂ) : ℝ :=
  (Matrix.trace (P * X * (1 - P) * Y)).im

/-- The local Hall marker of site `i`: the imaginary part of the diagonal element of
`P X Q Y P`, with `Q = 1 - P`. -/
def localMarker (P X Y : Matrix n n ℂ) (i : n) : ℝ :=
  ((P * X * (1 - P) * Y * P) i i).im

/-- The position operator in the site basis, diagonal with the site coordinates `x`. -/
def position (x : n → ℝ) : Matrix n n ℂ := Matrix.diagonal fun i => (x i : ℂ)

/-- The velocity `i[H, X]` in the eigenbasis of a Hamiltonian with levels `E`. -/
def velocity (E : n → ℝ) (X : Matrix n n ℂ) : Matrix n n ℂ :=
  I • (position E * X - X * position E)

/-- The projector onto the occupied levels, in the energy eigenbasis. -/
def occProj (occ : Finset n) : Matrix n n ℂ :=
  Matrix.diagonal fun i => if i ∈ occ then 1 else 0

/-- The static Kubo sum over transitions from occupied to empty levels, meant for spectra in
which no occupied level coincides with an empty one. -/
def kuboHall (E : n → ℝ) (occ : Finset n) (X Y : Matrix n n ℂ) : ℝ :=
  ∑ m ∈ occ, ∑ k ∈ occᶜ, (velocity E X m k * velocity E Y k m).im / (E m - E k) ^ 2

/-- The matrix elements of an operator `A` between the columns of `V`. If the columns are
orthonormal, this is the matrix of `A` truncated to the basis that they form. -/
def truncate {m : Type*} (V : Matrix n m ℂ) (A : Matrix n n ℂ) : Matrix m m ℂ :=
  Vᴴ * A * V

omit [DecidableEq n] in
/-- For Hermitian `P`, `X`, `Y` the trace `tr(P X P Y)` is real. -/
theorem trace_occupied_im {P X Y : Matrix n n ℂ} (hP : P.IsHermitian)
    (hX : X.IsHermitian) (hY : Y.IsHermitian) :
    (Matrix.trace (P * X * P * Y)).im = 0 := by
  apply Complex.conj_eq_iff_im.mp
  rw [starRingEnd_apply, ← Matrix.trace_conjTranspose]
  simp only [Matrix.conjTranspose_mul, hP.eq, hX.eq, hY.eq]
  rw [Matrix.trace_mul_comm]
  simp only [Matrix.mul_assoc]

/-- For Hermitian `P`, `X`, `Y` the Hall response is `tr(P [X, Y]) / (2i)`. -/
theorem hallResponse_eq_commutator {P X Y : Matrix n n ℂ} (hP : P.IsHermitian)
    (hX : X.IsHermitian) (hY : Y.IsHermitian) :
    (hallResponse P X Y : ℂ) = Matrix.trace (P * (X * Y - Y * X)) / (2 * I) := by
  -- conjugation exchanges the two orderings of the positions
  have h2 : (starRingEnd ℂ) (Matrix.trace (P * X * Y)) = Matrix.trace (P * Y * X) := by
    rw [starRingEnd_apply, ← Matrix.trace_conjTranspose]
    simp only [Matrix.conjTranspose_mul, hP.eq, hX.eq, hY.eq]
    rw [← Matrix.mul_assoc, Matrix.trace_mul_comm, ← Matrix.mul_assoc]
  -- the part that stays in the occupied space is real
  have h3 : hallResponse P X Y = (Matrix.trace (P * X * Y)).im := by
    have e : P * X * (1 - P) * Y = P * X * Y - P * X * P * Y := by noncomm_ring
    rw [hallResponse, e, Matrix.trace_sub, Complex.sub_im, trace_occupied_im hP hX hY,
      sub_zero]
  have h4 : P * (X * Y - Y * X) = P * X * Y - P * Y * X := by noncomm_ring
  have h5 := Complex.sub_conj (Matrix.trace (P * X * Y))
  push_cast at h5
  rw [h3, h4, Matrix.trace_sub, ← h2, eq_div_iff (by simp)]
  linear_combination -h5

/-- For Hermitian `P` and commuting Hermitian positions the total Hall response is zero. -/
theorem hallResponse_eq_zero {P X Y : Matrix n n ℂ} (hP : P.IsHermitian)
    (hX : X.IsHermitian) (hY : Y.IsHermitian) (hXY : X * Y = Y * X) :
    hallResponse P X Y = 0 := by
  have h := hallResponse_eq_commutator hP hX hY
  rw [hXY, sub_self, mul_zero, Matrix.trace_zero, zero_div] at h
  exact_mod_cast h

/-- For idempotent `P` the local markers add up to the total Hall response. -/
theorem sum_localMarker {P : Matrix n n ℂ} (hPP : P * P = P) (X Y : Matrix n n ℂ) :
    ∑ i, localMarker P X Y i = hallResponse P X Y := by
  have h : Matrix.trace (P * X * (1 - P) * Y * P)
      = Matrix.trace (P * X * (1 - P) * Y) := by
    rw [Matrix.trace_mul_comm]
    simp only [← Matrix.mul_assoc, hPP]
  rw [hallResponse, ← h]
  simp only [localMarker, Matrix.trace, Matrix.diag_apply, Complex.im_sum]

/-- In an open flake with orthogonal projector `P` and site coordinates `x`, `y`, the markers
of any region `S` (the bulk) cancel those of the remaining sites (the edge). -/
theorem bulk_edge_cancel {P : Matrix n n ℂ} (hP : P.IsHermitian) (hPP : P * P = P)
    (x y : n → ℝ) (S : Finset n) :
    ∑ i ∈ S, localMarker P (position x) (position y) i
      = -∑ i ∈ Sᶜ, localMarker P (position x) (position y) i := by
  have herm : ∀ z : n → ℝ, (position z).IsHermitian := by
    intro z
    simp only [Matrix.IsHermitian, position, Matrix.diagonal_conjTranspose]
    congr 1
    funext i
    simp
  have hc : position x * position y = position y * position x := by
    simp only [position, Matrix.diagonal_mul_diagonal, mul_comm]
  have h := sum_localMarker hPP (position x) (position y)
  rw [hallResponse_eq_zero hP (herm x) (herm y) hc,
    ← Finset.sum_add_sum_compl S] at h
  linarith

/-- A projector on four sites with imaginary off-diagonal elements. -/
def squareProj : Matrix (Fin 4) (Fin 4) ℂ :=
  !![1/2, -I/6, -I/3, -I/3; I/6, 1/2, -I/3, I/3; I/3, I/3, 1/2, -I/6; I/3, -I/3, I/6, 1/2]

/-- On the unit square `squareProj` is an orthogonal projector, and the local marker of the
corner at the origin is `-1/54`. -/
theorem bulk_edge_cancel_witness :
    squareProj.IsHermitian ∧ squareProj * squareProj = squareProj ∧
    localMarker squareProj (position ![0, 1, 0, 1]) (position ![0, 0, 1, 1]) 0 = -1/54 := by
  refine ⟨?_, ?_, ?_⟩
  · ext i j
    fin_cases i <;> fin_cases j <;> simp [squareProj]
  · ext i j
    fin_cases i <;> fin_cases j <;>
      simp [squareProj, Matrix.mul_apply, Fin.sum_univ_four, Complex.ext_iff] <;> norm_num
  · -- expand the product while the projector is still a symbol
    have h : ∀ j, (squareProj * position ![0, 1, 0, 1] * (1 - squareProj) *
        position ![0, 0, 1, 1]) 0 j
        = (∑ k, squareProj 0 k * ((![0, 1, 0, 1] : Fin 4 → ℝ) k : ℂ) *
            (1 - squareProj) k j) * ((![0, 0, 1, 1] : Fin 4 → ℝ) j : ℂ) := by
      intro j
      rw [position, position, Matrix.mul_diagonal, Matrix.mul_apply]
      simp only [Matrix.mul_diagonal]
    rw [localMarker, Matrix.mul_apply]
    simp only [h, Fin.sum_univ_four, Matrix.sub_apply]
    simp [squareProj]
    norm_num

/-- If no occupied level coincides with an empty one, the static Kubo sum equals
`Im tr(P X Q Y)` for the projector `P` onto the occupied levels. -/
theorem kuboHall_eq (E : n → ℝ) (occ : Finset n) (X Y : Matrix n n ℂ)
    (gap : ∀ m ∈ occ, ∀ k ∉ occ, E m ≠ E k) :
    kuboHall E occ X Y = hallResponse (occProj occ) X Y := by
  have hv : ∀ (A : Matrix n n ℂ) (m k : n),
      velocity E A m k = I * ((E m : ℂ) - E k) * A m k := by
    intro A m k
    simp only [velocity, position, Matrix.smul_apply, Matrix.sub_apply,
      Matrix.diagonal_mul, Matrix.mul_diagonal, smul_eq_mul]
    ring
  have hs : ∀ (s : Finset n) (g : n → ℝ), ∑ i ∈ s, g i = ∑ i, if i ∈ s then g i else 0 := by
    intro s g
    rw [Finset.sum_ite_mem, Finset.univ_inter]
  have hQ : (1 : Matrix n n ℂ) - occProj occ
      = Matrix.diagonal fun i => 1 - if i ∈ occ then (1 : ℂ) else 0 := by
    rw [occProj, ← Matrix.diagonal_one, Matrix.diagonal_sub]
  rw [hallResponse, hQ, kuboHall, hs, Matrix.trace, Complex.im_sum]
  refine Finset.sum_congr rfl fun m _ => ?_
  rw [Matrix.diag_apply, Matrix.mul_apply, Complex.im_sum, hs]
  by_cases hm : m ∈ occ
  · rw [if_pos hm]
    refine Finset.sum_congr rfl fun k _ => ?_
    rw [Matrix.mul_diagonal, occProj, Matrix.diagonal_mul]
    by_cases hk : k ∈ occ
    · simp [hk]
    · -- the velocities supply the square of the transition energy
      have key : velocity E X m k * velocity E Y k m
          = (((E m - E k) ^ 2 : ℝ) : ℂ) * (X m k * Y k m) := by
        rw [hv, hv]
        push_cast
        linear_combination (-((E m : ℂ) - E k) ^ 2 * X m k * Y k m) * Complex.I_sq
      rw [if_pos (Finset.mem_compl.mpr hk), key, Complex.im_ofReal_mul,
        mul_div_cancel_left₀ _ (pow_ne_zero 2 (sub_ne_zero.mpr (gap m hm k hk)))]
      simp [hm, hk]
  · rw [if_neg hm]
    symm
    refine Finset.sum_eq_zero fun k _ => ?_
    rw [Matrix.mul_diagonal, occProj, Matrix.diagonal_mul]
    simp [hm]

/-- The static Kubo sum vanishes for commuting Hermitian positions if no occupied level
coincides with an empty one. -/
theorem kuboHall_eq_zero (E : n → ℝ) (occ : Finset n) {X Y : Matrix n n ℂ}
    (gap : ∀ m ∈ occ, ∀ k ∉ occ, E m ≠ E k)
    (hX : X.IsHermitian) (hY : Y.IsHermitian) (hXY : X * Y = Y * X) :
    kuboHall E occ X Y = 0 := by
  have hP : (occProj occ).IsHermitian := by
    simp only [Matrix.IsHermitian, occProj, Matrix.diagonal_conjTranspose]
    congr 1
    funext i
    by_cases hi : i ∈ occ <;> simp [hi]
  rw [kuboHall_eq E occ X Y gap, hallResponse_eq_zero hP hX hY hXY]

/-- Two orbitals on four sites, as columns: one whose phase advances by a quarter turn from each
site to the next, and a uniform one. -/
def orbitals : Matrix (Fin 4) (Fin 2) ℂ :=
  !![1/2, 1/2; I/2, 1/2; -1/2, 1/2; -I/2, 1/2]

/-- The two orbitals are orthonormal, and with the first one filled the site positions
truncated to them give the Hall response `1/4`. -/
theorem truncated_spurious :
    orbitalsᴴ * orbitals = 1 ∧
    hallResponse !![1, 0; 0, 0] (truncate orbitals (position ![1, 0, -1, 0]))
      (truncate orbitals (position ![0, 1, 0, -1])) = 1/4 := by
  have h2 : (starRingEnd ℂ) 2 = 2 := Complex.conj_eq_iff_im.mpr (by simp)
  -- the truncated positions no longer commute
  have hX : truncate orbitals (position ![1, 0, -1, 0]) = !![0, 1/2; 1/2, 0] := by
    ext i j
    fin_cases i <;> fin_cases j <;>
      simp [truncate, orbitals, position, Matrix.mul_apply, Fin.sum_univ_four,
        Matrix.diagonal_apply, h2, Complex.ext_iff] <;> norm_num
  have hY : truncate orbitals (position ![0, 1, 0, -1]) = !![0, -I/2; I/2, 0] := by
    ext i j
    fin_cases i <;> fin_cases j <;>
      simp [truncate, orbitals, position, Matrix.mul_apply, Fin.sum_univ_four,
        Matrix.diagonal_apply, h2, Complex.ext_iff] <;> norm_num
  constructor
  · ext i j
    fin_cases i <;> fin_cases j <;>
      simp [orbitals, Matrix.mul_apply, Fin.sum_univ_four, h2, Complex.ext_iff] <;> norm_num
  · rw [hX, hY]
    simp only [hallResponse, Matrix.trace, Matrix.diag_apply, Matrix.mul_apply,
      Matrix.sub_apply, Fin.sum_univ_two]
    simp
    norm_num

end

end OpenFlakeHall
```

```lean
#print axioms OpenFlakeHall.hallResponse_eq_zero
#print axioms OpenFlakeHall.bulk_edge_cancel
#print axioms OpenFlakeHall.kuboHall_eq_zero
#print axioms OpenFlakeHall.truncated_spurious
```

```
'OpenFlakeHall.hallResponse_eq_zero' depends on axioms: [propext, Classical.choice, Quot.sound]
'OpenFlakeHall.bulk_edge_cancel' depends on axioms: [propext, Classical.choice, Quot.sound]
'OpenFlakeHall.kuboHall_eq_zero' depends on axioms: [propext, Classical.choice, Quot.sound]
'OpenFlakeHall.truncated_spurious' depends on axioms: [propext, Classical.choice, Quot.sound]
```

## How the Lean proofs follow the algebra

`trace_occupied_im` shows that $\operatorname{tr}(PXPY)$ is real. It turns "imaginary part zero" into "equal to its conjugate", writes the conjugate as the trace of the adjoint, and closes with cyclicity.

In `hallResponse_eq_commutator`, `h2` is the conjugation that exchanges $XY$ and $YX$, and `h3` removes the real term. `h5` is $z-\bar z=2\mathrm i\operatorname{Im}z$, which `linear_combination` combines with the rest. `hallResponse_eq_zero` then substitutes the commutation relation.

`sum_localMarker` moves the last $P$ to the front of the trace and absorbs it by `hPP`. `bulk_edge_cancel` checks that site positions are Hermitian (`herm`) and commute (`hc`), then splits the vanishing total into `S` and its complement.

`bulk_edge_cancel_witness` checks the two projector properties entry by entry. For the marker, it first expands the matrix product with `squareProj` unevaluated and only then inserts the numbers.

In `kuboHall_eq`, `hv` gives the velocity elements and `hs` extends the restricted sums to all levels with an indicator. Case distinctions on `m` and `k` leave only occupied-to-empty terms. There `key` supplies the squared energy difference, and `gap` permits its cancellation. `kuboHall_eq_zero` needs only that `occProj occ` is Hermitian before it applies the earlier results.

`truncated_spurious` computes the two truncated positions as `hX` and `hY`, checks orthonormality, and evaluates the remaining $2\times2$ trace directly, without the commutator formula.
